# The quadratic form of a symmetric operator on a superposition: two diagonal terms and an interference term

Let A be a symmetric linear operator on a complex inner product space, with the inner product conjugate-linear in its first argument. Here `mean A x` is the real part of ⟨x, A x⟩, which is the expectation value of A when x is a unit vector and ‖x‖² times the normalised expectation value for any other nonzero x. The theorem `mean_add` says that on a superposition a u + y this quantity equals |a|² times its value on u, plus its value on y, plus the interference term 2 Re(ā⟨u, A y⟩). The vectors u and y need be neither normalised nor orthogonal, and a is any complex number. The proof first uses symmetry to write ⟨y, A u⟩ as the conjugate of ⟨u, A y⟩. The `simp only` call is then meant to expand both sides into real and imaginary parts, leaving a real polynomial identity for `ring`.

The failing Lean file:

```lean
import Mathlib

open ComplexConjugate

namespace MeanAdd

noncomputable section

variable {V : Type*} [NormedAddCommGroup V] [InnerProductSpace ℂ V]

/-- The real part of `⟨x, A x⟩`; for a symmetric operator and a unit vector this is the
expectation value of `A` in the state `x`. -/
def mean (A : V →ₗ[ℂ] V) (x : V) : ℝ := (inner ℂ x (A x)).re

/-- The quadratic form of a symmetric operator on `a u + y` is the sum of two diagonal terms
and an interference term. -/
theorem mean_add {A : V →ₗ[ℂ] V} (hA : A.IsSymmetric) (a : ℂ) (u y : V) :
    mean A (a • u + y) =
      ‖a‖ ^ 2 * mean A u + 2 * (conj a * inner ℂ u (A y)).re + mean A y := by
  have h : inner ℂ y (A u) = conj (inner ℂ u (A y)) := by
    rw [← hA u y, inner_conj_symm]
  simp only [mean, map_add, map_smul, inner_add_left, inner_add_right, inner_smul_left,
    inner_smul_right, h, Complex.sq_norm, Complex.normSq_apply, Complex.add_re,
    Complex.mul_re, Complex.mul_im, Complex.conj_re, Complex.conj_im]
  ring

end

end MeanAdd
```

The error:

```
Try this:
  [apply] ring_nf
  
  The `ring` tactic failed to close the goal. Use `ring_nf` to obtain a normal form.
    
  Note that `ring` works primarily in *commutative* rings. If you have a noncommutative ring, abelian group or module, consider using `noncomm_ring`, `abel` or `module` instead.
Main.lean:19:75: error: unsolved goals
V : Type u_1
inst✝¹ : NormedAddCommGroup V
inst✝ : InnerProductSpace ℂ V
A : V →ₗ[ℂ] V
hA : A.IsSymmetric
a : ℂ
u y : V
h : inner ℂ y (A u) = (starRingEnd ℂ) (inner ℂ u (A y))
⊢ a.re * a.im * (inner ℂ u (A u)).im + a.re * (inner ℂ u (A y)).re * 2 + a.re ^ 2 * (inner ℂ u (A u)).re -
          a.im * ((starRingEnd ℂ) a * inner ℂ u (A u) + (starRingEnd ℂ) (inner ℂ u (A y))).im +
        a.im * (inner ℂ u (A y)).im +
      (inner ℂ y (A y)).re =
    a.re * (inner ℂ u (A y)).re * 2 + a.re ^ 2 * (inner ℂ u (A u)).re + (inner ℂ u (A u)).re * a.im ^ 2 +
        a.im * (inner ℂ u (A y)).im * 2 +
      (inner ℂ y (A y)).re
Main.lean:24:20: warning: This simp argument is unused:
  Complex.mul_im

Hint: Omit it from the simp argument list.
  [apply] simp only [mean, map_add, map_smul, inner_add_left, inner_add_right, inner_smul_left, inner_smul_right, h,
    Complex.sq_norm, Complex.normSq_apply, Complex.add_re, Complex.mul_re, Complex.conj_re, Complex.conj_im]

Note: This linter can be disabled with `set_option linter.unusedSimpArgs false`
```

Lean accepts the file once it reads:

```diff
@@ -22,5 +22,5 @@
   simp only [mean, map_add, map_smul, inner_add_left, inner_add_right, inner_smul_left,
     inner_smul_right, h, Complex.sq_norm, Complex.normSq_apply, Complex.add_re,
-    Complex.mul_re, Complex.mul_im, Complex.conj_re, Complex.conj_im]
+    Complex.add_im, Complex.mul_re, Complex.mul_im, Complex.conj_re, Complex.conj_im]
   ring
 
```

Diagnosis. The first message says that `ring` did not close the goal, and the error shows what was left. In that goal one term is still unexpanded: the imaginary part of the sum `(starRingEnd ℂ) a * inner ℂ u (A u) + (starRingEnd ℂ) (inner ℂ u (A y))`. It arises when `Complex.mul_re` expands the real part of `a` times this sum. The `simp only` list has `Complex.add_re` for real parts of sums but nothing for imaginary parts, so the term stays whole, and `ring` can't relate it to the separate real and imaginary parts on the other side.

The warning that `Complex.mul_im` is unused has the same cause. The product it should expand is inside the sum, and its imaginary part is never taken separately. Following the hint and removing the lemma would not help.

The diff adds `Complex.add_im`, which splits the imaginary part of the sum. `Complex.mul_im` and `Complex.conj_im` then expand the two pieces, the terms in `(inner ℂ u (A u)).im` cancel, and `ring` closes the goal.
